# For a real matrix A and c > 0, Newton–Schulz iteration from cAᵀ converges to the pseudoinverse exactly when cs² < 2 for every singular value s

Q: My basis set is redundant, so its overlap matrix \(A\) is singular, and I want its pseudoinverse from matrix products alone. I start from \(X_0=cA^T\) and repeat \(X_{k+1}=X_k(2-A X_k)\). Before the first product I have to choose \(c\). What may I choose?

A: Any \(c>0\) with \(c s_l^2<2\) for every singular value \(s_l\). For a real overlap matrix in a finite basis, this says which starting scales lead to the pseudoinverse when there is no rounding.

Q: Show me by hand first. Why should a matrix iteration reduce to a condition on single numbers?

A: Write \(A=U\,\mathrm{diag}(s)\,V^T\) with \(U^TU=1\) and \(V^TV=1\). The start is \(X_0=V\,\mathrm{diag}(cs)\,U^T\). If \(X_k=V\,\mathrm{diag}(x_k)\,U^T\), the inner factors \(U^TU\) and \(V^TV\) disappear from \(X_kAX_k\), and each mode \(l\) evolves alone. Leaving out the index \(l\),
\[
x_{k+1}=2x_k-s\,x_k^2,\qquad x_0=cs .
\]
For \(s\neq0\), the residual \(q_k=1-s x_k\) obeys
\[
q_{k+1}=1-2s x_k+s^2x_k^2=q_k^2,\qquad q_0=1-cs^2,
\]
so that
\[
x_k=\frac{1-(1-cs^2)^{2^k}}{s}.
\]
This tends to \(1/s\) exactly when \(|1-cs^2|<1\), which for \(c>0\) means \(cs^2<2\). For \(s=0\) the coefficient starts at zero and stays there.

Q: And back to matrices?

A: Each entry of \(X_k\) is a finite sum over modes, so convergence of the modes gives convergence of the entries. Conversely, \(v_l^TX_ku_l\) is the coefficient of mode \(l\), where \(u_l\) and \(v_l\) are the columns of \(U\) and \(V\). Convergence of the entries to the right limit therefore forces every mode to its right limit.

Q: What happens exactly at the bound?

A: Take the smallest case, the \(1\times1\) matrix \(A=(2)\), with \(c=1/2\). Then \(x_0=1\), \(x_1=2-2=0\), and all later iterates are zero. The sequence converges, but not to \(1/2\). So a violated bound means that the pseudoinverse is missed, not necessarily that the iterates blow up.

Q: Now the formal version. I suspect that it describes some tidier object than my matrix.

In Lean 4 with Mathlib:

```lean
import Mathlib

open Matrix Filter Topology

namespace NewtonSchulzPseudoinverse

noncomputable section
```

A: The first definition is the factorised matrix. `svdForm U s V` is \(U\,\mathrm{diag}(s)\,V^T\), real and possibly rectangular, with the finite type `r` labelling the modes.

```lean
/-- The matrix `P diag(d) Qᵀ`, with coefficients `d` between the columns of `P` and `Q`. -/
def svdForm {m n r : Type*} [Fintype r] [DecidableEq r]
    (P : Matrix m r ℝ) (d : r → ℝ) (Q : Matrix n r ℝ) : Matrix m n ℝ :=
  P * diagonal d * Qᵀ
```

Q: Are the `s l` singular values in the textbook sense?

A: Up to sign. They may be negative and come in any order; the singular values are their magnitudes, apart from zeros that the factorisation may leave out, and only squares enter the bound. The target coefficient \(g_l\) is `recip (s l)`, with its value at zero written out.

```lean
/-- The reciprocal on the nonzero reals, extended by the value zero at zero. -/
def recip (s : ℝ) : ℝ := if s = 0 then 0 else 1 / s
```

Q: Is the iteration itself given the factors?

A: No. It sees only `A` and `c`, as your program would.

```lean
/-- The Newton-Schulz iteration `X ↦ X(2 - AX) = 2X - XAX`, started from `c Aᵀ`. -/
def newtonSchulz {m n : Type*} [Fintype m] [Fintype n]
    (A : Matrix m n ℝ) (c : ℝ) : ℕ → Matrix n m ℝ
  | 0 => c • Aᵀ
  | k + 1 => (2 : ℝ) • newtonSchulz A c k - newtonSchulz A c k * A * newtonSchulz A c k
```

Q: And what entitles the limit to the name pseudoinverse?

A: The four Penrose equations. They say that \(X\) inverts \(A\) where it can be inverted, and that \(AX\) and \(XA\) are symmetric.

```lean
/-- The four Penrose equations, which say that `X` is a Moore-Penrose inverse of the real
matrix `A`. -/
def IsPseudoinverse {m n : Type*} [Fintype m] [Fintype n]
    (A : Matrix m n ℝ) (X : Matrix n m ℝ) : Prop :=
  A * X * A = A ∧ X * A * X = X ∧ (A * X)ᵀ = A * X ∧ (X * A)ᵀ = X * A
```

Q: My program has \(A\), not \(U\) and \(V\).

A: The theorems assume the factorisation. That every real matrix has one, and that the Penrose equations have only one solution, are standard linear algebra which I use here without a formal proof.

Q: Then take me through the argument. Where does the zero mode enter?

A: At once. Splitting on whether \(s=0\) gives \(sgs=s\) and \(gsg=g\), and these two identities let later steps treat both kinds of mode together.

```lean
variable {m n p r : Type*} [Fintype r] [DecidableEq r]

/-- A number and its extended reciprocal satisfy `s g s = s` and `g s g = g`. -/
theorem recip_spec (s : ℝ) :
    s * recip s * s = s ∧ recip s * s * recip s = recip s := by
  by_cases h : s = 0 <;> simp [recip, h]
```

The next three lemmas are the matrix algebra: entries as sums over modes, transposition as an exchange of the two sets of vectors, and multiplication mode by mode. The last regroups the product until \(Q^TQ\) stands in the middle and replaces it by 1.

```lean
/-- Each entry of `P diag(d) Qᵀ` is a sum over the modes. -/
theorem svdForm_apply (P : Matrix m r ℝ) (d : r → ℝ) (Q : Matrix n r ℝ) (i : m) (j : n) :
    svdForm P d Q i j = ∑ l, P i l * d l * Q j l := by
  unfold svdForm
  rw [Matrix.mul_apply]
  simp only [Matrix.mul_diagonal, Matrix.transpose_apply]

/-- Transposition exchanges the left and right vectors and keeps the coefficients. -/
theorem svdForm_transpose (P : Matrix m r ℝ) (d : r → ℝ) (Q : Matrix n r ℝ) :
    (svdForm P d Q)ᵀ = svdForm Q d P := by
  simp only [svdForm, Matrix.transpose_mul, Matrix.transpose_transpose,
    Matrix.diagonal_transpose, Matrix.mul_assoc]

/-- If the shared vectors are orthonormal, a matrix product multiplies the coefficients
mode by mode. -/
theorem svdForm_mul [Fintype n] {P : Matrix m r ℝ} {Q : Matrix n r ℝ} {R : Matrix p r ℝ}
    {a b : r → ℝ} (hQ : Qᵀ * Q = 1) :
    svdForm P a Q * svdForm Q b R = svdForm P (fun l => a l * b l) R := by
  unfold svdForm
  calc P * diagonal a * Qᵀ * (Q * diagonal b * Rᵀ)
      = P * (diagonal a * (Qᵀ * Q) * diagonal b) * Rᵀ := by
        simp only [Matrix.mul_assoc]
    _ = P * diagonal (fun l => a l * b l) * Rᵀ := by
        rw [hQ, Matrix.mul_one, Matrix.diagonal_mul_diagonal]
```

Q: And the projection \(v_l^TX_ku_l\)?

A: It is the next lemma, written as a double sum and read off the diagonal of \(P^T(P\,\mathrm{diag}(d)\,Q^T)Q\).

```lean
variable [Fintype m] [Fintype n]

/-- For orthonormal left and right vectors, projecting `P diag(d) Qᵀ` onto the pair of
vectors of mode `l` gives back the coefficient `d l`. -/
theorem svdForm_coefficient {P : Matrix m r ℝ} {Q : Matrix n r ℝ}
    (hP : Pᵀ * P = 1) (hQ : Qᵀ * Q = 1) (d : r → ℝ) (l : r) :
    ∑ j, (∑ i, P i l * svdForm P d Q i j) * Q j l = d l := by
  have h : Pᵀ * svdForm P d Q * Q = diagonal d := by
    calc Pᵀ * svdForm P d Q * Q = (Pᵀ * P) * diagonal d * (Qᵀ * Q) := by
          simp only [svdForm, Matrix.mul_assoc]
      _ = diagonal d := by rw [hP, hQ, Matrix.one_mul, Matrix.mul_one]
  have h' := congrFun (congrFun h l) l
  simpa only [Matrix.mul_apply, Matrix.transpose_apply, Matrix.diagonal_apply_eq] using h'
```

The Penrose equations then follow from the product rule. The first two reduce to \(sgs=s\) and \(gsg=g\), and the symmetric ones to the transposition rule.

```lean
/-- For `A = U diag(s) Vᵀ` with orthonormal columns in `U` and in `V`, inverting the nonzero
coefficients, keeping the zeros and exchanging `U` and `V` gives a Moore-Penrose inverse. -/
theorem isPseudoinverse_svdForm {U : Matrix m r ℝ} {V : Matrix n r ℝ}
    (hU : Uᵀ * U = 1) (hV : Vᵀ * V = 1) (s : r → ℝ) :
    IsPseudoinverse (svdForm U s V) (svdForm V (fun l => recip (s l)) U) := by
  refine ⟨?_, ?_, ?_, ?_⟩
  · rw [svdForm_mul hV, svdForm_mul hU]
    congr 1
    funext l
    exact (recip_spec (s l)).1
  · rw [svdForm_mul hU, svdForm_mul hV]
    congr 1
    funext l
    exact (recip_spec (s l)).2
  · rw [svdForm_mul hV, svdForm_transpose]
  · rw [svdForm_mul hU, svdForm_transpose]
```

Q: Where is the squaring of the residual?

A: In the induction for the exact iterate. The start uses \(cs=g\,cs^2\). In the step, `q` stands for the current residual, and `linear_combination` checks
\[
2g(1-q)-g s g(1-q)^2=g(1-q^2)
\]
from \(gsg=g\).

```lean
/-- Exact iterate for `A = U diag(s) Vᵀ` with orthonormal columns in `U` and in `V`: after `k`
steps the relative error of a mode with `s ≠ 0` is `(1 - c s²)` to the power `2^k`, and
modes with `s = 0` have coefficient zero. -/
theorem newtonSchulz_eq {U : Matrix m r ℝ} {V : Matrix n r ℝ}
    (hU : Uᵀ * U = 1) (hV : Vᵀ * V = 1) (s : r → ℝ) (c : ℝ) (k : ℕ) :
    newtonSchulz (svdForm U s V) c k =
      svdForm V (fun l => recip (s l) * (1 - (1 - c * s l ^ 2) ^ (2 ^ k))) U := by
  induction k with
  | zero =>
    rw [newtonSchulz, svdForm_transpose]
    ext i j
    simp only [Matrix.smul_apply, svdForm_apply, smul_eq_mul, Finset.mul_sum, pow_zero, pow_one]
    refine Finset.sum_congr rfl fun l _ => ?_
    linear_combination (-(c * V i l * U j l)) * (recip_spec (s l)).1
  | succ k ih =>
    rw [newtonSchulz, ih, svdForm_mul hU, svdForm_mul hV]
    ext i j
    simp only [Matrix.sub_apply, Matrix.smul_apply, svdForm_apply, smul_eq_mul,
      Finset.mul_sum, ← Finset.sum_sub_distrib]
    refine Finset.sum_congr rfl fun l _ => ?_
    -- one step squares the residual of every mode
    have hq : ∀ x : ℝ, x ^ (2 ^ (k + 1)) = (x ^ (2 ^ k)) ^ 2 := fun x => by
      rw [← pow_mul, ← pow_succ]
    rw [hq]
    generalize (1 - c * s l ^ 2) ^ (2 ^ k) = q
    linear_combination (-(V i l * U j l) * (1 - q) ^ 2) * (recip_spec (s l)).2
```

Q: Does the scalar limit really give both directions?

A: Yes. For \(s=0\) both sides of the equivalence are true. For \(s\neq0\), convergence to \(1/s\) forces the residual to zero, which is impossible if its magnitude never drops below one. In the other direction, the powers of a number of magnitude below one tend to zero, also along the exponents \(2^k\).

```lean
/-- For `c > 0`, the coefficient of a single mode converges to the extended reciprocal of `s`
exactly when `c s² < 2`. -/
theorem mode_tendsto_iff {c : ℝ} (hc : 0 < c) (s : ℝ) :
    Tendsto (fun k : ℕ => recip s * (1 - (1 - c * s ^ 2) ^ (2 ^ k))) atTop (𝓝 (recip s))
      ↔ c * s ^ 2 < 2 := by
  by_cases hs : s = 0
  · simp [recip, hs]
  have hsg : s * recip s = 1 := by simp [recip, hs]
  constructor
  · intro h
    have h1 : Tendsto (fun k : ℕ => (1 - c * s ^ 2) ^ (2 ^ k)) atTop (𝓝 0) := by
      have h2 := (h.const_mul s).const_sub 1
      rw [hsg, sub_self] at h2
      refine h2.congr fun k => ?_
      show 1 - s * (recip s * (1 - (1 - c * s ^ 2) ^ (2 ^ k))) = (1 - c * s ^ 2) ^ (2 ^ k)
      generalize (1 - c * s ^ 2) ^ (2 ^ k) = q
      linear_combination (-(1 - q)) * hsg
    by_contra hlt
    -- at or beyond the bound the magnitude of the residual never drops below one
    have hr : 1 ≤ |1 - c * s ^ 2| := by
      rw [le_abs]
      right
      linarith [not_lt.mp hlt]
    have h3 : (1 : ℝ) ≤ |0| := ge_of_tendsto' h1.abs fun k => by
      rw [abs_pow]
      exact one_le_pow₀ hr
    norm_num at h3
  · intro h
    have hpos : 0 < c * s ^ 2 := by positivity
    have hr : |1 - c * s ^ 2| < 1 := by
      rw [abs_lt]
      constructor <;> linarith
    have h1 : Tendsto (fun k : ℕ => (1 - c * s ^ 2) ^ (2 ^ k)) atTop (𝓝 0) :=
      (tendsto_pow_atTop_nhds_zero_of_abs_lt_one hr).comp
        (tendsto_pow_atTop_atTop_of_one_lt (one_lt_two : (1 : ℕ) < 2))
    have h2 := (h1.const_sub 1).const_mul (recip s)
    rw [sub_zero, mul_one] at h2
    exact h2
```

Q: Do I need \(c>0\), or would \(c\ge0\) do?

A: It would not. With \(c=0\) and \(A=(1)\) the bound reads \(0<2\), yet every iterate is zero and the pseudoinverse is 1.

The main theorem inserts the exact iterate, then projects for one direction and sums over modes for the other.

```lean
/-- Let `A = U diag(s) Vᵀ` with orthonormal columns in `U` and in `V`, and let `c > 0`. The
Newton-Schulz iterates from `c Aᵀ` converge entrywise to `V diag(g) Uᵀ`, with `g = 1/s` for
`s ≠ 0` and `g = 0` otherwise, if and only if `c s² < 2` for every mode. -/
theorem newtonSchulz_tendsto_iff {U : Matrix m r ℝ} {V : Matrix n r ℝ}
    (hU : Uᵀ * U = 1) (hV : Vᵀ * V = 1) (s : r → ℝ) {c : ℝ} (hc : 0 < c) :
    (∀ i j, Tendsto (fun k => newtonSchulz (svdForm U s V) c k i j) atTop
      (𝓝 (svdForm V (fun l => recip (s l)) U i j))) ↔ ∀ l, c * s l ^ 2 < 2 := by
  simp only [newtonSchulz_eq hU hV]
  constructor
  · intro h l
    -- project the matrix limit onto one pair of singular vectors
    have h2 : Tendsto (fun k : ℕ => ∑ j, (∑ i, V i l * svdForm V
        (fun l => recip (s l) * (1 - (1 - c * s l ^ 2) ^ (2 ^ k))) U i j) * U j l) atTop
        (𝓝 (∑ j, (∑ i, V i l * svdForm V (fun l => recip (s l)) U i j) * U j l)) := by
      refine tendsto_finsetSum _ fun j _ => Tendsto.mul_const _ ?_
      exact tendsto_finsetSum _ fun i _ => Tendsto.const_mul _ (h i j)
    simp only [svdForm_coefficient hV hU] at h2
    exact (mode_tendsto_iff hc (s l)).mp h2
  · intro h i j
    simp only [svdForm_apply]
    refine tendsto_finsetSum _ fun l _ => Tendsto.mul_const _ ?_
    exact Tendsto.const_mul _ ((mode_tendsto_iff hc (s l)).mpr (h l))
```

Q: Is there a singular matrix that meets all the conditions?

A: Here is one, with coefficients \((2,0)\) and \(c=1/4\). Its nonzero mode has \(cs^2=1\), so the initial residual vanishes and \(X_0\) is already the pseudoinverse.

```lean
/-- A rotation `U`, a permutation `V`, the coefficients `(2, 0)` and `c = 1/4` satisfy the
orthonormality conditions and the bound `c s² < 2`. -/
theorem newtonSchulz_witness :
    (!![3/5, -4/5; 4/5, 3/5] : Matrix (Fin 2) (Fin 2) ℝ)ᵀ * !![3/5, -4/5; 4/5, 3/5] = 1 ∧
    (!![0, 1; 1, 0] : Matrix (Fin 2) (Fin 2) ℝ)ᵀ * !![0, 1; 1, 0] = 1 ∧
    ∀ l : Fin 2, (1 / 4 : ℝ) * (![2, 0] : Fin 2 → ℝ) l ^ 2 < 2 := by
  refine ⟨?_, ?_, ?_⟩
  · ext i j
    fin_cases i <;> fin_cases j <;> norm_num [Matrix.mul_apply, Fin.sum_univ_succ]
  · ext i j
    fin_cases i <;> fin_cases j <;> norm_num [Matrix.mul_apply, Fin.sum_univ_succ]
  · intro l
    fin_cases l <;> norm_num

end

end NewtonSchulzPseudoinverse
```

```lean
#print axioms NewtonSchulzPseudoinverse.isPseudoinverse_svdForm
#print axioms NewtonSchulzPseudoinverse.newtonSchulz_tendsto_iff
```

```
'NewtonSchulzPseudoinverse.isPseudoinverse_svdForm' depends on axioms: [propext, Classical.choice, Quot.sound]
'NewtonSchulzPseudoinverse.newtonSchulz_tendsto_iff' depends on axioms: [propext, Classical.choice, Quot.sound]
```

Q: So I can run this on my singular overlap matrix and wait?

A: Not indefinitely. The step from the theorem to your machine is rounding. Suppose that rounding adds to \(X_k\) a small \(E\) with \(AE=0\) and \(EA=0\). Then \(E\) drops out of the quadratic term, and \(2X\) doubles it at every step. The theorem keeps the null directions exactly empty; in floating point such an error can grow, and you can limit it by stopping once the nonzero modes have converged, or by projecting the null part out.
